# Summing −C₆/R⁶ over two parallel wires gives a D⁻⁵ attraction, negligible at large distance against K/(D²(ln D)^(3/2))

In its simplest form, without damping or higher-order terms, a pairwise dispersion correction to the interaction energy of two long parallel wires is the sum of $-C_6/R^6$ over all pairs of atoms with one atom in each wire. Here $R$ is the distance between the two atoms and $C_6$ is a fixed coefficient. For infinite, uniform, thin wires at distance $D$, with $n$ atoms per unit length, the sum becomes an integral, and the energy per unit length is

$$E(D)=-\frac{3\pi n^2C_6}{8D^5}.$$

If the wires are metallic and the magnitude of their attraction energy per unit length follows the law $K/(D^2(\ln D)^{3/2})$ with $K>0$, which is assumed here and not derived, this correction recovers a vanishing fraction of it as $D$ grows.

In Lean 4 with Mathlib:

```lean
import Mathlib

open Filter MeasureTheory
open scoped Real Topology

namespace ParallelWireDispersion

noncomputable section
```

## Energies of atoms, wires and segments

Two atoms at distance $R$ have the London energy $-C_6/R^6$, without damping at short range or retardation at long range.

```lean
/-- The London dispersion energy `-C6 / R^6` of two atoms at distance `R ≠ 0`. -/
def pairEnergy (C6 R : ℝ) : ℝ := -C6 / R ^ 6
```

Place one atom at the origin of the first wire. An atom at height $z$ along the second wire is at distance $R=\sqrt{D^2+z^2}$. A unit length of the first wire holds $n$ atoms, and each of them sees $n\,dz$ atoms in the interval $dz$, so

$$E(D)=\int_{-\infty}^{\infty} n^2\left(-\frac{C_6}{(D^2+z^2)^3}\right)dz .$$

The atoms are thus smeared into a continuous line, and `n` is a density, not a count. Both `C6` and `n` are arbitrary real numbers in the code; the physical case has both positive.

```lean
/-- The pairwise dispersion energy per unit length of two infinite parallel wires at
distance `D ≠ 0`, each with `n` atoms per unit length. -/
def wireEnergy (C6 n D : ℝ) : ℝ :=
  ∫ z : ℝ, n ^ 2 * pairEnergy C6 (√(D ^ 2 + z ^ 2))
```

The energy of a piece of wire of length $L$ facing an infinite wire is a double integral, over the position $x$ in the piece and the position $z$ in the other wire.

```lean
/-- The pairwise dispersion energy between the segment from `0` to `L` of one wire and the
whole of a parallel infinite wire at distance `D ≠ 0`. -/
def segmentEnergy (C6 n D L : ℝ) : ℝ :=
  ∫ x in (0 : ℝ)..L, ∫ z : ℝ, n ^ 2 * pairEnergy C6 (√(D ^ 2 + (z - x) ^ 2))
```

The comparison law stands for the attraction between long-wavelength charge fluctuations that run along the two metallic wires. Such collective motion is not a sum over independent atom pairs. The constant $K$ carries its strength, and $D>1$ is measured in a chosen unit of length, so that the logarithm is positive.

```lean
/-- The magnitude `K / (D^2 (ln D)^(3/2))` of the attraction per unit length between
metallic wires, for distances `D > 1` in the chosen unit of length. -/
def metallicLaw (K D : ℝ) : ℝ := K / (D ^ 2 * Real.log D ^ (3 / 2 : ℝ))
```

## The integral along one wire

Write $q=D^2+z^2$, so that $z^2=q-D^2$. Then

$$\frac{d}{dz}\frac{z}{q^2}=\frac1{q^2}-\frac{4z^2}{q^3}=-\frac{3}{q^2}+\frac{4D^2}{q^3},\qquad
\frac{d}{dz}\frac{z}{q}=\frac1q-\frac{2z^2}{q^2}=-\frac1q+\frac{2D^2}{q^2},$$

and $\frac{d}{dz}\arctan(z/D)=D/q$. In the combination

$$F(z)=\frac{z}{4D^2q^2}+\frac{3z}{8D^4q}+\frac{3}{8D^5}\arctan\frac zD$$

the terms in $1/q^2$ and $1/q$ cancel, which leaves $F'(z)=1/q^3$. In the proof, `h1`, `h2` and `h3` are the derivatives of the three terms, and `field_simp` and `ring` carry out the cancellation.

```lean
/-- For `D > 0`, an explicit antiderivative of `1 / (D^2 + z^2)^3` along the wire. -/
theorem hasDerivAt_antiderivative {D : ℝ} (hD : 0 < D) (z : ℝ) :
    HasDerivAt (fun z : ℝ => z / (4 * D ^ 2 * (D ^ 2 + z ^ 2) ^ 2)
      + 3 * z / (8 * D ^ 4 * (D ^ 2 + z ^ 2)) + 3 / (8 * D ^ 5) * Real.arctan (z / D))
      (1 / (D ^ 2 + z ^ 2) ^ 3) z := by
  have hp : D ^ 2 + z ^ 2 ≠ 0 := by positivity
  have hq : HasDerivAt (fun z : ℝ => D ^ 2 + z ^ 2) (2 * z) z := by
    simpa using (hasDerivAt_pow 2 z).const_add (D ^ 2)
  have hq2 : HasDerivAt (fun z : ℝ => (D ^ 2 + z ^ 2) ^ 2)
      (2 * (D ^ 2 + z ^ 2) * (2 * z)) z := by
    simpa using hq.fun_pow 2
  have h1 := (hasDerivAt_id' z).fun_div (hq2.const_mul (4 * D ^ 2)) (by positivity)
  have h2 := ((hasDerivAt_id' z).const_mul 3).fun_div (hq.const_mul (8 * D ^ 4))
    (by positivity)
  have h3 := (((hasDerivAt_id' z).div_const D).arctan).const_mul (3 / (8 * D ^ 5))
  refine ((h1.fun_add h2).fun_add h3).congr_deriv ?_
  have h4 : 1 + (z / D) ^ 2 = (D ^ 2 + z ^ 2) / D ^ 2 := by field_simp
  rw [h4]
  field_simp
  ring
```

The integral converges because $q^2\ge D^4$, which bounds the integrand by a Lorentzian:

$$\frac1{q^3}\le\frac1{D^4q}=\frac1{D^6}\,\frac{1}{1+(z/D)^2}.$$

The inequality $D^4\le q^2$ is `h5`, and the rewriting of the Lorentzian is `e`.

```lean
/-- For `D > 0`, the function `1 / (D^2 + z^2)^3` is integrable over the whole wire. -/
theorem integrable_kernel {D : ℝ} (hD : 0 < D) :
    Integrable (fun z : ℝ => 1 / (D ^ 2 + z ^ 2) ^ 3) := by
  -- compare with a Lorentzian of width `D`
  have h := (integrable_inv_one_add_sq.comp_div hD.ne').const_mul (1 / D ^ 6)
  refine h.mono' ?_ (Eventually.of_forall fun z => ?_)
  · refine Continuous.aestronglyMeasurable ?_
    exact continuous_const.div (by fun_prop) (fun z => by positivity)
  · have hp : 0 < D ^ 2 + z ^ 2 := by positivity
    have e : 1 / D ^ 6 * (1 + (z / D) ^ 2)⁻¹ = 1 / (D ^ 4 * (D ^ 2 + z ^ 2)) := by
      have h4 : 1 + (z / D) ^ 2 = (D ^ 2 + z ^ 2) / D ^ 2 := by field_simp
      rw [h4]
      field_simp
    rw [e, Real.norm_of_nonneg (by positivity)]
    apply one_div_le_one_div_of_le (by positivity)
    have h5 : D ^ 4 ≤ (D ^ 2 + z ^ 2) ^ 2 := by
      nlinarith [mul_nonneg (sq_nonneg D) (sq_nonneg z), sq_nonneg (z ^ 2)]
    calc D ^ 4 * (D ^ 2 + z ^ 2) ≤ (D ^ 2 + z ^ 2) ^ 2 * (D ^ 2 + z ^ 2) :=
          mul_le_mul_of_nonneg_right h5 hp.le
      _ = (D ^ 2 + z ^ 2) ^ 3 := by ring
```

It remains to evaluate $F$ at both ends. For $z\neq0$ we have $|z/q|\le 1/|z|$, and $1/q\to0$, so both rational terms vanish as $|z|\to\infty$. The arctangent tends to $\pm\pi/2$. Hence

$$\int_{-\infty}^{\infty}\frac{dz}{(D^2+z^2)^3}=\frac{3}{8D^5}\left(\frac\pi2+\frac\pi2\right)=\frac{3\pi}{8D^5}.$$

The step `edge` treats the rational terms once for both ends, while `top` and `bot` are the two limits of the arctangent.

```lean
/-- For `D > 0`, the integral of `1 / (D^2 + z^2)^3` over all real `z` is `3π / (8 D^5)`. -/
theorem integral_kernel {D : ℝ} (hD : 0 < D) :
    ∫ z : ℝ, 1 / (D ^ 2 + z ^ 2) ^ 3 = 3 * π / (8 * D ^ 5) := by
  -- the rational part of the antiderivative vanishes at both ends of the wire
  have edge : ∀ l : Filter ℝ, Tendsto (fun z : ℝ => |z|) l atTop →
      Tendsto (fun z : ℝ => z / (4 * D ^ 2 * (D ^ 2 + z ^ 2) ^ 2)
        + 3 * z / (8 * D ^ 4 * (D ^ 2 + z ^ 2))) l (𝓝 0) := by
    intro l hl
    have h2 : Tendsto (fun z : ℝ => |z| ^ 2) l atTop :=
      (tendsto_pow_atTop two_ne_zero).comp hl
    simp only [sq_abs] at h2
    have hq : Tendsto (fun z : ℝ => (D ^ 2 + z ^ 2)⁻¹) l (𝓝 0) :=
      tendsto_inv_atTop_zero.comp (tendsto_atTop_add_const_left l (D ^ 2) h2)
    have hz : Tendsto (fun z : ℝ => z / (D ^ 2 + z ^ 2)) l (𝓝 0) := by
      refine squeeze_zero_norm (fun z => ?_) (tendsto_inv_atTop_zero.comp hl)
      have hp : 0 < D ^ 2 + z ^ 2 := by positivity
      rcases eq_or_ne z 0 with rfl | h
      · simp
      · have ha := abs_pos.2 h
        change |z / (D ^ 2 + z ^ 2)| ≤ |z|⁻¹
        rw [abs_div, abs_of_pos hp, div_le_iff₀ hp, inv_mul_eq_div, le_div_iff₀ ha]
        nlinarith [abs_mul_abs_self z, sq_nonneg D]
    have h := ((hz.mul hq).const_mul (1 / (4 * D ^ 2))).add (hz.const_mul (3 / (8 * D ^ 4)))
    simp only [mul_zero, add_zero] at h
    refine h.congr fun z => ?_
    have hp : D ^ 2 + z ^ 2 ≠ 0 := by positivity
    field_simp
  -- the arctangent supplies the factor `π`
  have top := (Real.tendsto_arctan_atTop.mono_right nhdsWithin_le_nhds).comp
    (tendsto_id.atTop_div_const hD)
  have bot := (Real.tendsto_arctan_atBot.mono_right nhdsWithin_le_nhds).comp
    (tendsto_id.atBot_div_const hD)
  rw [integral_of_hasDerivAt_of_tendsto (hasDerivAt_antiderivative hD) (integrable_kernel hD)
    ((edge atBot tendsto_abs_atBot_atTop).add (bot.const_mul (3 / (8 * D ^ 5))))
    ((edge atTop tendsto_abs_atTop_atTop).add (top.const_mul (3 / (8 * D ^ 5))))]
  ring
```

## From the integral to the energy

Since $R^6=(\sqrt{q})^6=q^3$, the constant $-n^2C_6$ comes out of the integral and multiplies $3\pi/(8D^5)$. This is the energy per unit length given at the start, and it holds for every $D>0$.

```lean
/-- Pairwise summation gives parallel wires at distance `D > 0` the energy
`-3π n^2 C6 / (8 D^5)` per unit length. -/
theorem wireEnergy_eq (C6 n : ℝ) {D : ℝ} (hD : 0 < D) :
    wireEnergy C6 n D = -(3 * π * n ^ 2 * C6) / (8 * D ^ 5) := by
  have h : ∀ z : ℝ, n ^ 2 * pairEnergy C6 (√(D ^ 2 + z ^ 2))
      = -(n ^ 2 * C6) * (1 / (D ^ 2 + z ^ 2) ^ 3) := by
    intro z
    have hs : √(D ^ 2 + z ^ 2) ^ 6 = (D ^ 2 + z ^ 2) ^ 3 := by
      calc √(D ^ 2 + z ^ 2) ^ 6 = (√(D ^ 2 + z ^ 2) ^ 2) ^ 3 := by ring
        _ = (D ^ 2 + z ^ 2) ^ 3 := by rw [Real.sq_sqrt (by positivity)]
    rw [pairEnergy, hs]
    ring
  simp only [wireEnergy, h]
  rw [integral_const_mul, integral_kernel hD]
  ring
```

For the segment, the substitution $z\to z+x$ removes $x$ from the inner integral: every position in the segment sees the same infinite wire. The outer integral of a constant then gives

$$\int_0^L E(D)\,dx=E(D)\,L,$$

which confirms that `wireEnergy` is an energy per length. The lemma `integral_sub_right_eq_self` is the translation.

```lean
/-- A segment of length `L` facing an infinite parallel wire at distance `D > 0` has the
pairwise energy `-3π n^2 C6 / (8 D^5)` times `L`. -/
theorem segmentEnergy_eq (C6 n L : ℝ) {D : ℝ} (hD : 0 < D) :
    segmentEnergy C6 n D L = -(3 * π * n ^ 2 * C6) / (8 * D ^ 5) * L := by
  -- every atom of the segment sees the same infinite wire
  have h : ∀ x : ℝ, ∫ z : ℝ, n ^ 2 * pairEnergy C6 (√(D ^ 2 + (z - x) ^ 2))
      = wireEnergy C6 n D := fun x =>
    integral_sub_right_eq_self (fun z : ℝ => n ^ 2 * pairEnergy C6 (√(D ^ 2 + z ^ 2))) x
  simp only [segmentEnergy, h, intervalIntegral.integral_const, sub_zero, smul_eq_mul]
  rw [wireEnergy_eq C6 n hD, mul_comm]
```

## Comparison with metallic wires

Let $c=|3\pi n^2C_6/8|$ and $s=(\ln D)^{3/2}$. The ratio of the two magnitudes is

$$\frac{c/D^5}{K/(D^2s)}=\frac cK\,\frac{s}{D^3}\longrightarrow0\qquad(D\to\infty),$$

because any power of the logarithm grows more slowly than $D^3$. The theorem states this limit with a tolerance: for every $\varepsilon>0$ there is a distance beyond which $|E(D)|<\varepsilon K/(D^2s)$. The words "beyond some distance" are `∀ᶠ D in atTop`.

The proof takes $D$ so large that $c\,s/D^3<\varepsilon K$ and $D>1$, then divides by the positive number $D^2s$. These are the lines of the final `calc`.

```lean
/-- For every `K > 0` and every fraction `ε > 0`, the magnitude of the pairwise energy per
unit length is below `ε` times the metallic law at all sufficiently large distances. -/
theorem pairwise_negligible (C6 n : ℝ) {K ε : ℝ} (hK : 0 < K) (hε : 0 < ε) :
    ∀ᶠ D in atTop, |wireEnergy C6 n D| < ε * metallicLaw K D := by
  -- a power of the logarithm loses against `D^3`
  have h := (isLittleO_log_rpow_rpow_atTop (3 / 2 : ℝ)
    (by norm_num : (0 : ℝ) < 3)).tendsto_div_nhds_zero
  have h3 : ∀ D : ℝ, D ^ (3 : ℝ) = D ^ 3 := fun D => by
    exact_mod_cast Real.rpow_natCast D 3
  simp only [h3] at h
  have hc := h.const_mul |3 * π * n ^ 2 * C6 / 8|
  rw [mul_zero] at hc
  filter_upwards [hc.eventually_lt_const (mul_pos hε hK), eventually_gt_atTop 1] with D hlt h1
  have hD : 0 < D := by linarith
  have hs : 0 < Real.log D ^ (3 / 2 : ℝ) := Real.rpow_pos_of_pos (Real.log_pos h1) _
  have habs : |wireEnergy C6 n D| = |3 * π * n ^ 2 * C6 / 8| / D ^ 5 := by
    rw [wireEnergy_eq C6 n hD, show -(3 * π * n ^ 2 * C6) / (8 * D ^ 5)
      = -(3 * π * n ^ 2 * C6 / 8 / D ^ 5) by ring, abs_neg, abs_div, abs_of_pos (pow_pos hD 5)]
  rw [habs, metallicLaw]
  generalize Real.log D ^ (3 / 2 : ℝ) = s at hlt hs ⊢
  generalize |3 * π * n ^ 2 * C6 / 8| = c at hlt ⊢
  calc c / D ^ 5 = c * (s / D ^ 3) / (D ^ 2 * s) := by field_simp
    _ < ε * K / (D ^ 2 * s) := div_lt_div_of_pos_right hlt (by positivity)
    _ = ε * (K / (D ^ 2 * s)) := by ring
```

Suppose now that the coefficient, still the same for all atom pairs, is allowed to depend on the distance $D$ between the wires and is fitted so that the pairwise energy equals $-K/(D^2s)$ at all large $D$. Solving for it with $n\ne0$ gives

$$C(D)=\frac{8K}{3\pi n^2}\,\frac{D^3}{s},$$

which grows without bound. For $n=0$ no fit exists, since the pairwise energy is zero.

The proof reaches the divergence without solving for $C(D)$. Put $a=3\pi n^2/(8D^5)\ge0$ and fix any number $M$. By the previous theorem with $\varepsilon=1$, the coefficient $M$ gives too little attraction at large $D$, that is, $aM<K/(D^2s)$. If $C(D)<M$ held at such a distance, then

$$\frac{K}{D^2s}=a\,C(D)\le aM<\frac{K}{D^2s},$$

a contradiction. So $C(D)\ge M$ at all large distances, for every $M$, which is the meaning of `Tendsto C atTop atTop`.

```lean
/-- If a distance-dependent coefficient `C D` makes the pairwise energy equal to the
metallic attraction with `K > 0` at all large distances, then `C D` grows without bound. -/
theorem fitted_coefficient_diverges (n : ℝ) {K : ℝ} (hK : 0 < K) (C : ℝ → ℝ)
    (hC : ∀ᶠ D in atTop, wireEnergy (C D) n D = -metallicLaw K D) :
    Tendsto C atTop atTop := by
  refine tendsto_atTop.2 fun M => ?_
  -- any fixed coefficient `M` eventually gives too little attraction
  filter_upwards [hC, pairwise_negligible M n hK one_pos, eventually_gt_atTop 0]
    with D hfit hlt hD
  by_contra hcon
  have ha : 0 ≤ 3 * π * n ^ 2 / (8 * D ^ 5) := by positivity
  have hle := mul_le_mul_of_nonneg_left (not_le.1 hcon).le ha
  have e : ∀ c : ℝ, wireEnergy c n D = -(3 * π * n ^ 2 / (8 * D ^ 5) * c) := fun c => by
    rw [wireEnergy_eq c n hD]
    ring
  have hM := neg_le_abs (wireEnergy M n D)
  rw [e] at hfit
  rw [e M] at hM hlt
  linarith

end

end ParallelWireDispersion
```

For dispersion-corrected electronic-structure calculations, this means that within the model of infinite uniform wires obeying the assumed metallic law, no constant $C_6$ reproduces the long-range attraction, however carefully it is fitted at short distance.

```lean
#print axioms ParallelWireDispersion.segmentEnergy_eq
-- 'ParallelWireDispersion.segmentEnergy_eq' depends on axioms: [propext, Classical.choice, Quot.sound]
#print axioms ParallelWireDispersion.pairwise_negligible
-- 'ParallelWireDispersion.pairwise_negligible' depends on axioms: [propext, Classical.choice, Quot.sound]
#print axioms ParallelWireDispersion.fitted_coefficient_diverges
-- 'ParallelWireDispersion.fitted_coefficient_diverges' depends on axioms: [propext, Classical.choice, Quot.sound]
```
